# For any rectangular $X$, the density $XD'X^\dagger$ gives Coulomb and exchange matrices that transform as $X^\dagger JX$ and $X^\dagger KX$

Q: What is the smallest case in which I can see the mechanism?

A: One basis function with integral $g$, and one orbital with coefficient $x$ and density $D'$. The transformed integral is $g'=|x|^4g$, so the Coulomb element is $g'D'=x^*\,(g\,|x|^2D')\,x$. Two of the four coefficients turn $D'$ into the old-basis density $D=|x|^2D'$; the other two stay outside.

Q: And with indices?

A: Let $X_{\mu p}$ be the coefficient of basis function $\mu$ in orbital $p$, and write $g_{\mu\nu\kappa\tau}=(\mu\nu|\kappa\tau)$, with the first and third functions conjugated. Then
$$g'_{pqrs}=\sum_{\mu\nu\kappa\tau}X^*_{\mu p}X_{\nu q}X^*_{\kappa r}X_{\tau s}\,g_{\mu\nu\kappa\tau}.$$
Contracting the second pair with $D'$ gives
$$J'_{pq}=\sum_{rs}g'_{pqrs}D'_{sr}=\sum_{\mu\nu}X^*_{\mu p}X_{\nu q}\sum_{\kappa\tau}g_{\mu\nu\kappa\tau}\sum_{rs}X_{\tau s}D'_{sr}X^*_{\kappa r}.$$
The innermost sum is $D_{\tau\kappa}$ with $D=XD'X^\dagger$, so $J'=X^\dagger J(D)X$. For exchange,
$$K'_{pq}=\sum_{rs}g'_{psrq}D'_{sr}=\sum_{\mu\nu}X^*_{\mu p}X_{\nu q}\sum_{\kappa\tau}g_{\mu\tau\kappa\nu}D_{\tau\kappa},$$
which is $(X^\dagger K(D)X)_{pq}$.

Q: Give me numbers, with $X$ not square.

A: Take two real functions with $(11|11)=(22|22)=4$, $(11|22)=(22|11)=2$, the four integrals of type $(12|12)$ equal to 1, and the rest zero. Let $X=(1,1)^T$ and $D'=1$, so every entry of $D$ is 1. The single transformed integral is the sum of all entries, $g'=16$, hence $J'=K'=16$. In the old basis
$$J=\begin{pmatrix}6&2\\2&6\end{pmatrix},\qquad K=\begin{pmatrix}5&3\\3&5\end{pmatrix},$$
and the entries of each add up to 16.

Q: I would have transformed the density as $X^\dagger DX$, like any other matrix.

A: That gives $D'=4$ here, and a Coulomb element of 64. With $D=XD'X^\dagger$, the product $X^\dagger DX$ is $X^\dagger X\,D'\,X^\dagger X$. This returns $D'$ when the columns of $X$ are orthonormal, but here $X^\dagger X=2$. Operators are pulled back to the new orbitals; the density is pushed forward from them. The theorems therefore start from $D'$. A given $D$ qualifies only if it has the form $XD'X^\dagger$.

Q: Now the formal version. What are the objects?

A: `n` labels the old basis and `m` the new orbitals, both finite. The entries lie in a commutative ring `R` with a conjugation `star`, which covers real and complex numbers.

In Lean 4 with Mathlib:

```lean
import Mathlib

open Matrix

namespace CoulombExchangeCovariance

variable {R n m : Type*} [CommRing R] [StarRing R] [Fintype n] [Fintype m]
```

The two contractions follow the index order above.

```lean
/-- The Coulomb matrix `J_μν = ∑ (μν|κτ) D_τκ`. -/
def coulomb (g : n → n → n → n → R) (D : Matrix n n R) : Matrix n n R :=
  Matrix.of fun μ ν => ∑ κ, ∑ τ, g μ ν κ τ * D τ κ

/-- The exchange matrix `K_μν = ∑ (μτ|κν) D_τκ`. -/
def exchange (g : n → n → n → n → R) (D : Matrix n n R) : Matrix n n R :=
  Matrix.of fun μ ν => ∑ κ, ∑ τ, g μ τ κ ν * D τ κ

/-- The four-index transform of the two-electron integrals to the orbitals whose
coefficients are the columns of `X`. -/
def transform (X : Matrix n m R) (g : n → n → n → n → R) : m → m → m → m → R :=
  fun p q r s => ∑ μ, ∑ ν, ∑ κ, ∑ τ,
    star (X μ p) * X ν q * star (X κ r) * X τ s * g μ ν κ τ
```

The closed-shell Fock matrix is $F=h+2J-K$, with $h$ the one-electron matrix and $D$ the density of one spin; the 2 counts both spins.

```lean
/-- The closed-shell Fock matrix `h + 2J - K`, with `D` the density matrix of one spin. -/
def fock (h : Matrix n n R) (g : n → n → n → n → R) (D : Matrix n n R) : Matrix n n R :=
  h + (2 : R) • coulomb g D - exchange g D

/-- The closed-shell electronic energy `tr D (h + F)`. -/
def energy (h : Matrix n n R) (g : n → n → n → n → R) (D : Matrix n n R) : R :=
  Matrix.trace (D * (h + fock h g D))
```

Q: Where is the physics of `g` and `D`?

A: Not assumed. `g` is any four-index array, with no permutation symmetry and no link to actual Coulomb integrals; `D'` need be neither Hermitian nor idempotent. `X` need not have orthonormal columns. The results are thus algebraic identities, which say nothing about self-consistency or minimal energy.

Q: How does the proof start?

A: With the entries of $X^\dagger MX$ as a double sum.

```lean
omit [Fintype m] in
/-- The matrix elements of a one-electron operator in the new orbitals, as a double sum
over the old basis. -/
theorem one_electron_transform (X : Matrix n m R) (M : Matrix n n R) (p q : m) :
    (Xᴴ * M * X) p q = ∑ μ, ∑ ν, star (X μ p) * X ν q * M μ ν := by
  simp only [Matrix.mul_apply, Matrix.conjTranspose_apply, Finset.sum_mul]
  rw [Finset.sum_comm]
  refine Finset.sum_congr rfl fun μ _ => Finset.sum_congr rfl fun ν _ => ?_
  ring
```

Next, $J_{\mu\nu}$ is read as $\operatorname{tr}(G^{\mu\nu}D)$, where $G^{\mu\nu}$ is the slice of `g` with the first pair fixed.

```lean
omit [StarRing R] in
/-- A Coulomb matrix element is the trace of the density matrix against the integrals
with the first orbital pair held fixed. -/
theorem coulomb_eq_trace (g : n → n → n → n → R) (D : Matrix n n R) (μ ν : n) :
    coulomb g D μ ν = Matrix.trace (Matrix.of (g μ ν) * D) := by
  simp only [coulomb, Matrix.trace, Matrix.diag_apply, Matrix.mul_apply, Matrix.of_apply]
```

A transformed slice is a combination of matrices $X^\dagger G^{\mu\nu}X$.

```lean
omit [Fintype m] in
/-- With the first orbital pair held fixed, the four-index transform is a combination of
one-electron transforms of the second pair. -/
theorem transform_slice (X : Matrix n m R) (g : n → n → n → n → R) (p q : m) :
    Matrix.of (transform X g p q) =
      ∑ μ, ∑ ν, (star (X μ p) * X ν q) • (Xᴴ * Matrix.of (g μ ν) * X) := by
  ext r s
  simp only [Matrix.sum_apply, Matrix.smul_apply, smul_eq_mul, one_electron_transform,
    Matrix.of_apply, transform, Finset.mul_sum]
  refine Finset.sum_congr rfl fun μ _ => Finset.sum_congr rfl fun ν _ =>
    Finset.sum_congr rfl fun κ _ => Finset.sum_congr rfl fun τ _ => ?_
  ring
```

Q: So the regrouping of coefficients becomes a trace identity?

A: Yes: `cyc` states $\operatorname{tr}(X^\dagger GXD')=\operatorname{tr}(G\,XD'X^\dagger)$. The final `simp only` applies it to each slice.

```lean
/-- Covariance of the Coulomb matrix: transformed integrals with density `D'` give the
transform of the Coulomb matrix of `X D' X†`. -/
theorem coulomb_covariant (X : Matrix n m R) (g : n → n → n → n → R) (D' : Matrix m m R) :
    coulomb (transform X g) D' = Xᴴ * coulomb g (X * D' * Xᴴ) * X := by
  -- cyclicity of the trace moves the coefficients from the integrals to the density
  have cyc : ∀ G : Matrix n n R,
      Matrix.trace (Xᴴ * G * X * D') = Matrix.trace (G * (X * D' * Xᴴ)) := by
    intro G
    rw [Matrix.mul_assoc, Matrix.mul_assoc, Matrix.trace_mul_comm, Matrix.mul_assoc]
  ext p q
  rw [one_electron_transform, coulomb_eq_trace, transform_slice]
  simp only [Matrix.sum_mul, Matrix.smul_mul, Matrix.trace_sum, Matrix.trace_smul,
    smul_eq_mul, coulomb_eq_trace, cyc]
```

Q: Does exchange need its own calculation?

A: Only a relabelling. Exchange is the Coulomb contraction of integrals with second and fourth indices swapped, and the swap commutes with the transform. `reverse` reorders the sums to show this.

```lean
omit [Fintype m] in
/-- Exchanging the second and fourth orbital indices commutes with the four-index
transform. -/
theorem transform_swap (X : Matrix n m R) (g : n → n → n → n → R) :
    (fun p q r s => transform X g p s r q) =
      transform X (fun μ ν κ τ => g μ τ κ ν) := by
  have reverse : ∀ f : n → n → n → R,
      ∑ a, ∑ b, ∑ c, f a b c = ∑ c, ∑ b, ∑ a, f a b c := by
    intro f
    calc ∑ a, ∑ b, ∑ c, f a b c = ∑ b, ∑ a, ∑ c, f a b c := Finset.sum_comm
      _ = ∑ b, ∑ c, ∑ a, f a b c := Finset.sum_congr rfl fun b _ => Finset.sum_comm
      _ = ∑ c, ∑ b, ∑ a, f a b c := Finset.sum_comm
  funext p q r s
  simp only [transform]
  refine Finset.sum_congr rfl fun μ _ => ?_
  rw [reverse]
  refine Finset.sum_congr rfl fun ν _ => Finset.sum_congr rfl fun κ _ =>
    Finset.sum_congr rfl fun τ _ => ?_
  ring
```

The Coulomb theorem then applies to the swapped array.

```lean
/-- Covariance of the exchange matrix: transformed integrals with density `D'` give the
transform of the exchange matrix of `X D' X†`. -/
theorem exchange_covariant (X : Matrix n m R) (g : n → n → n → n → R) (D' : Matrix m m R) :
    exchange (transform X g) D' = Xᴴ * exchange g (X * D' * Xᴴ) * X := by
  -- exchange is the Coulomb contraction of the index-swapped integrals
  calc exchange (transform X g) D'
      = coulomb (fun p q r s => transform X g p s r q) D' := rfl
    _ = coulomb (transform X (fun μ ν κ τ => g μ τ κ ν)) D' := by rw [transform_swap]
    _ = Xᴴ * coulomb (fun μ ν κ τ => g μ τ κ ν) (X * D' * Xᴴ) * X :=
        coulomb_covariant X _ D'
    _ = Xᴴ * exchange g (X * D' * Xᴴ) * X := rfl
```

Q: I work with real orbitals and transposes.

A: Then this is your statement. `hg` and `hD` just spell out $g'$ and $D=XD'X^T$; conjugation is trivial on the reals.

```lean
/-- For real orbitals and any rectangular `X`, the Coulomb and exchange matrices built from `g'` and
`D'` are `Xᵀ J(D) X` and `Xᵀ K(D) X`, where `g'` is the four-index transform of `g` by `X`, `D = X
D' Xᵀ`, and `J(D)` and `K(D)` are built from `g`. -/
theorem real_coulomb_exchange_covariant (X : Matrix n m ℝ) (g : n → n → n → n → ℝ)
    (g' : m → m → m → m → ℝ) (D : Matrix n n ℝ) (D' : Matrix m m ℝ)
    (hg : ∀ p q r s, g' p q r s =
      ∑ μ, ∑ ν, ∑ κ, ∑ τ, X μ p * X ν q * X κ r * X τ s * g μ ν κ τ)
    (hD : D = X * D' * Xᵀ) :
    coulomb g' D' = Xᵀ * coulomb g D * X ∧ exchange g' D' = Xᵀ * exchange g D * X := by
  have hg' : g' = transform X g := by
    funext p q r s
    simp only [hg, transform, star_trivial]
  have hX : Xᴴ = Xᵀ := by
    ext i j
    simp only [Matrix.conjTranspose_apply, Matrix.transpose_apply, star_trivial]
  rw [hg', hD, ← hX]
  exact ⟨coulomb_covariant X g D', exchange_covariant X g D'⟩
```

Q: What follows for a Hartree-Fock program?

A: In a finite-basis closed-shell model, one may build the Fock matrix in the old basis from $D=XD'X^\dagger$ and transform it, or build it from $D'$ and the transformed one- and two-electron integrals. By linearity, $F'=X^\dagger FX$.

```lean
/-- The closed-shell Fock matrix built from transformed integrals and `D'` is the transform
of the Fock matrix of `X D' X†`. -/
theorem fock_covariant (X : Matrix n m R) (h : Matrix n n R) (g : n → n → n → n → R)
    (D' : Matrix m m R) :
    fock (Xᴴ * h * X) (transform X g) D' = Xᴴ * fock h g (X * D' * Xᴴ) * X := by
  simp only [fock, coulomb_covariant, exchange_covariant, Matrix.mul_add, Matrix.add_mul,
    Matrix.mul_sub, Matrix.sub_mul, Matrix.mul_smul, Matrix.smul_mul]
```

The energies agree too, by cyclicity once more:
$$\operatorname{tr}D'X^\dagger(h+F)X=\operatorname{tr}XD'X^\dagger(h+F)=\operatorname{tr}D(h+F).$$

```lean
/-- The closed-shell energy computed from transformed integrals and `D'` equals the energy
computed in the original basis from `X D' X†`. -/
theorem energy_invariant (X : Matrix n m R) (h : Matrix n n R) (g : n → n → n → n → R)
    (D' : Matrix m m R) :
    energy (Xᴴ * h * X) (transform X g) D' = energy h g (X * D' * Xᴴ) := by
  unfold energy
  rw [fock_covariant]
  generalize fock h g (X * D' * Xᴴ) = F
  -- collect both one-electron matrices, then cycle `X` to the front
  rw [← Matrix.add_mul, ← Matrix.mul_add, ← Matrix.mul_assoc, Matrix.trace_mul_comm]
  simp only [Matrix.mul_assoc]

end CoulombExchangeCovariance
```

```lean
#print axioms CoulombExchangeCovariance.real_coulomb_exchange_covariant
#print axioms CoulombExchangeCovariance.energy_invariant
```

```
'CoulombExchangeCovariance.real_coulomb_exchange_covariant' depends on axioms: [propext, Classical.choice, Quot.sound]
'CoulombExchangeCovariance.energy_invariant' depends on axioms: [propext, Classical.choice, Quot.sound]
```
